# Counting totally symmetric displacements of finitely many atoms by a group average

**Q:** Before I object to anything, what are the objects?

**A:** A group $G$ permutes a set `ι` of atoms, sending atom $j$ to $gj$. The finite type `d` labels Cartesian directions. A displacement pattern $u$ assigns a vector $u_j$ to each atom, so its Lean type is `ι → d → ℝ`.

```lean
import Mathlib

open Matrix Module

namespace SymmetricPhononCount

noncomputable section

variable {G ι d : Type*} [Group G] [MulAction G ι] [Fintype d] [DecidableEq d]
```

Each $g$ also has a real matrix $R_g$, with $R_1=1$ and $R_{gh}=R_gR_h$; this is `R : G →* Matrix d d ℝ`. The operation acts by $(gu)_j = R_g u_{g^{-1}j}$.

```lean
/-- The action of a group element on displacements: atom `j` receives the rotated
displacement of the atom that is carried to `j`. -/
def displace (R : G →* Matrix d d ℝ) (g : G) : (ι → d → ℝ) →ₗ[ℝ] (ι → d → ℝ) where
  toFun u j := R g *ᵥ u (g⁻¹ • j)
  map_add' u v := by
    funext j
    simp [Matrix.mulVec_add]
  map_smul' c u := by
    funext j
    simp [Matrix.mulVec_smul]
```

**Q:** I would write $(gu)_{gj}=R_gu_j$. And where is orthogonality?

**A:** Replacing $j$ by $gj$ gives your formula. Orthogonal matrices are included, but the proof never needs orthogonality. Matrices in fractional coordinates are therefore covered too.

```lean
/-- The displacement of atom `j`, rotated by `R g`, is found on the atom `g • j`. -/
theorem displace_smul (R : G →* Matrix d d ℝ) (g : G) (u : ι → d → ℝ) (j : ι) :
    displace R g u (g • j) = R g *ᵥ u j := by
  simp [displace]
```

The group law follows from $(g(hu))_j=R_gR_hu_{h^{-1}g^{-1}j}=R_{gh}u_{(gh)^{-1}j}$.

```lean
/-- Acting with a product of two operations is acting with one after the other. -/
theorem displace_mul (R : G →* Matrix d d ℝ) (g h : G) (u : ι → d → ℝ) :
    displace R (g * h) u = displace R g (displace R h u) := by
  funext j
  simp [displace, mul_smul, Matrix.mulVec_mulVec]
```

**Q:** What does "mode" mean without a force-constant matrix?

**A:** It means a displacement pattern. The totally symmetric ones satisfy $gu=u$ for every $g$, and their number is the dimension of that subspace. For harmonic vibrations whose force constants and masses respect the symmetry, the same dimension counts the totally symmetric normal modes, zero-frequency ones included.

```lean
/-- The totally symmetric modes: displacements left unchanged by every operation. -/
def symmetricModes (ι : Type*) [MulAction G ι] (R : G →* Matrix d d ℝ) :
    Submodule ℝ (ι → d → ℝ) where
  carrier := {u | ∀ g : G, displace R g u = u}
  add_mem' hu hv g := by rw [map_add, hu g, hv g]
  zero_mem' g := map_zero _
  smul_mem' c u hu g := by rw [map_smul, hu g]
```

**Q:** Then uniform translations may be counted.

**A:** Yes, so there is a second subspace with the extra condition $\sum_j u_j=0$. The sum is not mass-weighted.

```lean
variable [Fintype ι]

/-- The totally symmetric modes whose displacements sum to zero over the atoms. -/
def relativeSymmetricModes (ι : Type*) [MulAction G ι] [Fintype ι]
    (R : G →* Matrix d d ℝ) : Submodule ℝ (ι → d → ℝ) where
  carrier := {u | u ∈ symmetricModes ι R ∧ ∑ j, u j = 0}
  add_mem' hu hv := ⟨add_mem hu.1 hv.1, by simp [Finset.sum_add_distrib, hu.2, hv.2]⟩
  zero_mem' := ⟨zero_mem _, by simp⟩
  smul_mem' c u hu := ⟨Submodule.smul_mem _ c hu.1, by simp [← Finset.smul_sum, hu.2]⟩
```

For $N$ atoms, $N\ge1$, the mean displacement is $(Mu)_j=\frac1N\sum_k u_k$, called `drift`.

```lean
/-- The mean displacement, given to every atom of a non-empty set of atoms. -/
def drift : (ι → d → ℝ) →ₗ[ℝ] (ι → d → ℝ) where
  toFun u _ := (Fintype.card ι : ℝ)⁻¹ • ∑ k, u k
  map_add' u v := by
    funext j
    simp [Finset.sum_add_distrib]
  map_smul' c u := by
    funext j
    simp only [Pi.smul_apply, RingHom.id_apply, ← Finset.smul_sum]
    rw [smul_comm]
```

For finite $G$, the group average is $P=\frac1{|G|}\sum_g g$. We also need $n_g$, the number of atoms with $gj=j$.

```lean
/-- The average of the displacement operators over the finite group. -/
def symmetrize [Fintype G] (R : G →* Matrix d d ℝ) : (ι → d → ℝ) →ₗ[ℝ] (ι → d → ℝ) :=
  (Fintype.card G : ℝ)⁻¹ • ∑ g : G, displace R g

/-- The number of atoms that the operation `g` leaves in place. -/
def fixedAtoms (ι : Type*) [MulAction G ι] [Fintype ι] [DecidableEq ι] (g : G) : ℕ :=
  (Finset.univ.filter fun j : ι => g • j = j).card
```

**Q:** Show me why only fixed atoms enter the trace.

**A:** Let $e_{ja}$ displace atom $j$ alone by one unit along direction $a$. The trace sums the diagonal elements in this basis.

```lean
/-- The trace of an operator on displacements is the sum of its diagonal elements over
atoms and Cartesian directions. -/
theorem trace_eq_sum [DecidableEq ι] (f : (ι → d → ℝ) →ₗ[ℝ] (ι → d → ℝ)) :
    LinearMap.trace ℝ _ f = ∑ j, ∑ a, f (Pi.single j (Pi.single a 1)) j a := by
  rw [LinearMap.trace_eq_matrix_trace ℝ (Pi.basis fun _ : ι => Pi.basisFun ℝ d),
    Matrix.trace, Fintype.sum_sigma]
  simp [Matrix.diag, LinearMap.toMatrix_apply, Pi.basis_repr, Pi.basis_apply]
```

The diagonal element is
$$(g e_{ja})_{ja}=\begin{cases}(R_g)_{aa}, & gj=j,\\ 0, & gj\ne j.\end{cases}$$
Summing over $a$ and $j$ gives $\operatorname{tr} g=n_g\operatorname{tr}R_g$. The `by_cases` in the proof is this case distinction.

```lean
/-- The trace of an operation on displacements is the number of fixed atoms times the
trace of its matrix `R g`. -/
theorem trace_displace [DecidableEq ι] (R : G →* Matrix d d ℝ) (g : G) :
    LinearMap.trace ℝ (ι → d → ℝ) (displace R g) = fixedAtoms ι g * (R g).trace := by
  rw [trace_eq_sum]
  calc _ = ∑ j : ι, if g • j = j then (R g).trace else 0 := by
        refine Finset.sum_congr rfl fun j _ => ?_
        by_cases h : g • j = j
        · -- a fixed atom contributes the full trace of the rotation
          have h' : g⁻¹ • j = j := inv_smul_eq_iff.mpr h.symm
          simp [displace, h, h', Matrix.trace]
        · -- a moved atom has no diagonal element
          have h' : g⁻¹ • j ≠ j := fun e => h (inv_smul_eq_iff.mp e).symm
          simp [displace, h, Pi.single_eq_of_ne h']
    _ = _ := by
        rw [← Finset.sum_filter, Finset.sum_const, nsmul_eq_mul]
        rfl
```

For $gM$, every atom contributes: $(gMe_{ja})_{ja}=(R_g)_{aa}/N$. The sum over $N$ atoms is $\operatorname{tr}R_g$.

```lean
/-- For a non-empty set of atoms, the operation `g` applied after `drift` has the trace of its
matrix `R g`. -/
theorem trace_displace_drift [DecidableEq ι] [Nonempty ι] (R : G →* Matrix d d ℝ) (g : G) :
    LinearMap.trace ℝ (ι → d → ℝ) (displace R g ∘ₗ drift) = (R g).trace := by
  have hs (j : ι) (x : d → ℝ) : ∑ k, (Pi.single j x : ι → d → ℝ) k = x := by
    rw [Finset.sum_eq_single j (fun k _ hk => Pi.single_eq_of_ne hk _) (by simp),
      Pi.single_eq_same]
  have hc : (Fintype.card ι : ℝ) ≠ 0 := Nat.cast_ne_zero.mpr Fintype.card_ne_zero
  have he (j : ι) (a : d) : (displace R g ∘ₗ drift) (Pi.single j (Pi.single a 1)) j a
      = (Fintype.card ι : ℝ)⁻¹ * R g a a := by
    change (R g *ᵥ ((Fintype.card ι : ℝ)⁻¹ •
      ∑ k, (Pi.single j (Pi.single a 1) : ι → d → ℝ) k)) a = _
    rw [hs, Matrix.mulVec_smul]
    simp
  rw [trace_eq_sum]
  simp only [he, ← Finset.mul_sum, Finset.sum_const, Finset.card_univ, nsmul_eq_mul]
  rw [inv_mul_cancel_left₀ hc]
  rfl
```

**Q:** How does a trace become a dimension?

**A:** Through a projector. Since $hP=\frac1{|G|}\sum_g hg=P$, every $Pu$ is symmetric; `Equiv.mulLeft h` does the relabelling. If $u$ is already symmetric, all $|G|$ terms equal $u$, so $Pu=u$.

```lean
variable [Fintype G]

omit [Fintype ι] in
/-- The group average projects onto the totally symmetric modes. -/
theorem symmetrize_isProj (R : G →* Matrix d d ℝ) :
    LinearMap.IsProj (symmetricModes ι R) (symmetrize R) := by
  refine ⟨fun u h => ?_, fun u hu => ?_⟩
  · -- a further operation only reorders the sum over the group
    simp only [symmetrize, LinearMap.smul_apply, LinearMap.sum_apply, map_smul, map_sum,
      ← displace_mul]
    congr 1
    exact Fintype.sum_equiv (Equiv.mulLeft h) _ _ (fun _ => rfl)
  · have hc : (Fintype.card G : ℝ) ≠ 0 := Nat.cast_ne_zero.mpr Fintype.card_ne_zero
    simp only [symmetrize, LinearMap.smul_apply, LinearMap.sum_apply]
    rw [Finset.sum_congr rfl (fun g _ => hu g), Finset.sum_const, Finset.card_univ,
      ← Nat.cast_smul_eq_nsmul ℝ, smul_smul, inv_mul_cancel₀ hc, one_smul]
```

Join a basis of the symmetric subspace to one of the kernel of $P$. The diagonal of $P$ then holds ones for the former and zeros for the latter, so
$$\dim\{u: gu=u\ \text{for all } g\}=\operatorname{tr}P=\frac1{|G|}\sum_g n_g\operatorname{tr}R_g.$$

```lean
/-- The number of independent totally symmetric modes is the group average of the number
of fixed atoms times the trace of `R g`. -/
theorem finrank_symmetricModes [DecidableEq ι] (R : G →* Matrix d d ℝ) :
    (finrank ℝ (symmetricModes ι R) : ℝ)
      = (Fintype.card G : ℝ)⁻¹ * ∑ g, fixedAtoms ι g * (R g).trace := by
  rw [← (symmetrize_isProj (ι := ι) R).trace]
  simp only [symmetrize, map_smul, map_sum, trace_displace, smul_eq_mul]
```

**Q:** And with zero net displacement?

**A:** Use $P(1-M)$. Subtracting the mean makes the sum zero, and averaging keeps it zero because $\sum_j(gv)_j=R_g\sum_jv_j$ (`hsum`). A symmetric $u$ with zero sum has $Mu=0$, so it is unchanged. This is again a projector (`hP`), and expanding it (`hf`) gives the dimension
$$\operatorname{tr}P(1-M)=\frac1{|G|}\sum_g(n_g-1)\operatorname{tr}R_g.$$

```lean
/-- For a non-empty set of atoms, the number of independent totally symmetric modes with
zero net displacement is the group average of (fixed atoms - 1) times the trace of `R g`. -/
theorem finrank_relativeSymmetricModes [DecidableEq ι] [Nonempty ι]
    (R : G →* Matrix d d ℝ) :
    (finrank ℝ (relativeSymmetricModes ι R) : ℝ)
      = (Fintype.card G : ℝ)⁻¹ * ∑ g, ((fixedAtoms ι g : ℝ) - 1) * (R g).trace := by
  have hc : (Fintype.card ι : ℝ) ≠ 0 := Nat.cast_ne_zero.mpr Fintype.card_ne_zero
  -- operations rotate the net displacement, so they keep it zero
  have hsum (g : G) (v : ι → d → ℝ) : ∑ j, displace R g v j = R g *ᵥ ∑ j, v j := by
    rw [← Equiv.sum_comp (MulAction.toPerm g)]
    simp only [MulAction.toPerm_apply, displace_smul]
    exact (map_sum (R g).mulVecLin _ _).symm
  have hdrift (u : ι → d → ℝ) : ∑ j, (u - drift u) j = 0 := by
    change ∑ j, (u j - (Fintype.card ι : ℝ)⁻¹ • ∑ k, u k) = 0
    rw [Finset.sum_sub_distrib, Finset.sum_const, Finset.card_univ,
      ← Nat.cast_smul_eq_nsmul ℝ, smul_smul, mul_inv_cancel₀ hc, one_smul, sub_self]
  -- remove the mean displacement, then average over the group
  have hP : LinearMap.IsProj (relativeSymmetricModes ι R)
      (symmetrize R ∘ₗ (LinearMap.id - drift)) := by
    refine ⟨fun u => ⟨(symmetrize_isProj R).map_mem _, ?_⟩, fun u hu => ?_⟩
    · change ∑ j, symmetrize R (u - drift u) j = 0
      simp only [symmetrize, LinearMap.smul_apply, LinearMap.sum_apply, Pi.smul_apply,
        Finset.sum_apply]
      rw [← Finset.smul_sum, Finset.sum_comm]
      simp only [hsum, hdrift, Matrix.mulVec_zero, Finset.sum_const_zero, smul_zero]
    · have h0 : drift u = 0 := by
        funext j
        change (Fintype.card ι : ℝ)⁻¹ • ∑ k, u k = 0
        rw [hu.2, smul_zero]
      change symmetrize R (u - drift u) = u
      rw [h0, sub_zero]
      exact (symmetrize_isProj R).map_id u hu.1
  have hf : symmetrize R ∘ₗ (LinearMap.id - drift) = (Fintype.card G : ℝ)⁻¹ •
      ∑ g, (displace (ι := ι) R g - displace R g ∘ₗ drift) := by
    refine LinearMap.ext fun u => ?_
    simp only [symmetrize, LinearMap.comp_apply, LinearMap.smul_apply, LinearMap.sum_apply,
      LinearMap.sub_apply, LinearMap.id_apply, map_sub, Finset.sum_sub_distrib, smul_sub]
  rw [← hP.trace, hf]
  simp only [map_smul, map_sum, map_sub, trace_displace, trace_displace_drift, smul_eq_mul,
    sub_mul, one_mul]
```

**Q:** Try it on two atoms exchanged by inversion.

**A:** The identity has $n=2$ and trace $3$; inversion has $n=0$ and trace $-3$.

```lean
/-- Inversion symmetry of two atoms in space: the exchange of the atoms acts on vectors
as minus the identity. -/
def pairInversion : Equiv.Perm (Fin 2) →* Matrix (Fin 3) (Fin 3) ℝ where
  toFun g := ((Equiv.Perm.sign g : ℤ) : ℝ) • 1
  map_one' := by simp
  map_mul' g h := by simp [smul_smul, mul_comm]
```

The count is $\frac12(2\cdot3+0\cdot(-3))=3$: the patterns with $u_1=-u_0$.

```lean
/-- Two atoms exchanged by inversion have three independent totally symmetric modes. -/
theorem finrank_pairInversion : finrank ℝ (symmetricModes (Fin 2) pairInversion) = 3 := by
  have hu : (Finset.univ : Finset (Equiv.Perm (Fin 2))) = {1, Equiv.swap 0 1} := by decide
  have h1 : fixedAtoms (Fin 2) (1 : Equiv.Perm (Fin 2)) = 2 := by simp [fixedAtoms]
  have h2 : fixedAtoms (Fin 2) (Equiv.swap 0 1 : Equiv.Perm (Fin 2)) = 0 := by
    unfold fixedAtoms
    decide
  have hc : Fintype.card (Equiv.Perm (Fin 2)) = 2 := by decide
  have h : (finrank ℝ (symmetricModes (Fin 2) pairInversion) : ℝ) = 3 := by
    rw [finrank_symmetricModes, hu, Finset.sum_pair (by decide), h1, h2, hc, map_one,
      Matrix.trace_one]
    norm_num
  exact_mod_cast h

end

end SymmetricPhononCount
```

```lean
#print axioms SymmetricPhononCount.finrank_relativeSymmetricModes
-- 'SymmetricPhononCount.finrank_relativeSymmetricModes' depends on axioms: [propext, Classical.choice, Quot.sound]
#print axioms SymmetricPhononCount.finrank_pairInversion
-- 'SymmetricPhononCount.finrank_pairInversion' depends on axioms: [propext, Classical.choice, Quot.sound]
```

The second formula gives $\frac12(1\cdot3+(-1)(-3))=3$, since inversion reverses every uniform translation. For a free molecule, one pattern is the bond stretch and two are infinitesimal rotations, which neither formula removes. The rotations count as totally symmetric here because inversion is the only operation imposed besides the identity; under the full symmetry of the molecule just the stretch remains.

**Q:** No atomic positions appear. What ties this to a real crystal?

**A:** You supply the permutation and the matrices; that they come from an actual structure is your input. For zone-centre phonons, take the atoms of one primitive cell and the space-group operations modulo lattice translations, so "fixed" means fixed up to a lattice vector. A program loops over the operations, counts the unmoved entries in each permutation table, multiplies by the matrix trace and averages. In electronic-structure relaxations at fixed cell, this count is the number of atomic degrees of freedom that preserve the symmetry, including any uniform translations that do so (the second formula leaves these out), and applying `symmetrize` to Cartesian forces removes numerical symmetry breaking.
